# The half-axis static Kramers–Kronig integral diverges for a resonant-only Lorentzian, and antisymmetrizing the line gives w0/(w0² + g²)

The absorptive part of a response function is modelled here as a Lorentzian L of unit area, centre w0 > 0 and half width at half maximum g > 0 on the whole real frequency axis, so L(0) is positive. That makes the integral of L(x)/x over positive frequencies diverge logarithmically at x = 0. Subtracting the mirror line L(−x) removes the divergence, and the integral becomes w0/(w0² + g²), without the Kramers–Kronig prefactor 2/π.

```lean
import Mathlib

open Filter MeasureTheory
open scoped Topology Real

namespace LorentzianStaticLimit

noncomputable section

/-- Normalised Lorentzian absorption line of width `g > 0` centred at `w0`. -/
def lorentzian (g w0 x : ℝ) : ℝ := (g / π) / ((x - w0) ^ 2 + g ^ 2)

/-- A multiple of an arctangent minus half a logarithm, for `g > 0`: the part of the primitive of
`L(x) / (x L(0))` that is smooth at zero frequency. -/
def regularPart (g w0 x : ℝ) : ℝ :=
  w0 / g * Real.arctan ((x - w0) / g) - 1 / 2 * Real.log ((x - w0) ^ 2 + g ^ 2)

/-- The value of the Lorentzian line at zero frequency. -/
theorem lorentzian_zero (g w0 : ℝ) :
    lorentzian g w0 0 = (g / π) / (w0 ^ 2 + g ^ 2) := by
  rw [lorentzian, zero_sub, neg_sq]

/-- For `g > 0` and `x ≠ 0`, `L(x)/x` splits into a pole of strength `L(0)` at zero
frequency and a regular term. -/
theorem partial_fractions {g : ℝ} (hg : 0 < g) (w0 : ℝ) {x : ℝ} (hx : x ≠ 0) :
    lorentzian g w0 x / x =
      lorentzian g w0 0 * (x⁻¹ + (2 * w0 - x) / ((x - w0) ^ 2 + g ^ 2)) := by
  have hD : (x - w0) ^ 2 + g ^ 2 ≠ 0 := by positivity
  have hR : w0 ^ 2 + g ^ 2 ≠ 0 := by positivity
  have hpi : π ≠ 0 := Real.pi_ne_zero
  rw [lorentzian_zero, lorentzian]
  field_simp
  ring

/-- For `g > 0`, the derivative of `regularPart` is the regular term of `L(x) / (x L(0))`. -/
theorem hasDerivAt_regularPart {g : ℝ} (hg : 0 < g) (w0 x : ℝ) :
    HasDerivAt (regularPart g w0) ((2 * w0 - x) / ((x - w0) ^ 2 + g ^ 2)) x := by
  have hD : (x - w0) ^ 2 + g ^ 2 ≠ 0 := by positivity
  have hg2 : g ^ 2 ≠ 0 := by positivity
  have h1 : HasDerivAt (fun y : ℝ => (y - w0) / g) (1 / g) x :=
    ((hasDerivAt_id' x).sub_const w0).div_const g
  have h2 : HasDerivAt (fun y : ℝ => (y - w0) ^ 2 + g ^ 2) (2 * (x - w0)) x := by
    have h := (((hasDerivAt_id' x).sub_const w0).fun_pow 2).add_const (g ^ 2)
    exact h.congr_deriv (by norm_num)
  have h3 := (h1.arctan.const_mul (w0 / g)).fun_sub ((h2.log hD).const_mul (1 / 2 : ℝ))
  refine h3.congr_deriv ?_
  have e : 1 + ((x - w0) / g) ^ 2 = ((x - w0) ^ 2 + g ^ 2) / g ^ 2 := by
    rw [eq_div_iff hg2, add_mul, div_pow, div_mul_cancel₀ _ hg2]
    ring
  rw [e]
  field_simp
  ring

/-- Closed form of the resonant-only integral of `L(x)/x` between positive frequencies
`d` and `b`, for `g > 0`. -/
theorem resonant_integral {g : ℝ} (hg : 0 < g) (w0 : ℝ) {d b : ℝ} (hd : 0 < d) (hb : 0 < b) :
    ∫ x in d..b, lorentzian g w0 x / x =
      lorentzian g w0 0 * (Real.log (b / d) + (regularPart g w0 b - regularPart g w0 d)) := by
  have hpos : ∀ x ∈ Set.uIcc d b, 0 < x := fun x hx => lt_of_lt_of_le (lt_min hd hb) hx.1
  have hL : Continuous (lorentzian g w0) := by
    unfold lorentzian
    exact Continuous.div continuous_const (by fun_prop) (fun x => by positivity)
  have hc : ContinuousOn (fun x => lorentzian g w0 x / x) (Set.uIcc d b) :=
    hL.continuousOn.div continuousOn_id (fun x hx => (hpos x hx).ne')
  have hder : ∀ x ∈ Set.uIcc d b, HasDerivAt
      (fun y => lorentzian g w0 0 * (Real.log y + regularPart g w0 y))
      (lorentzian g w0 x / x) x := fun x hx =>
    (((Real.hasDerivAt_log (hpos x hx).ne').fun_add
      (hasDerivAt_regularPart hg w0 x)).const_mul _).congr_deriv
      (partial_fractions hg w0 (hpos x hx).ne').symm
  rw [intervalIntegral.integral_eq_sub_of_hasDerivAt hder hc.intervalIntegrable,
    Real.log_div hb.ne' hd.ne']
  ring

/-- For `g > 0` and any upper limit `b > 0`, the resonant-only integral of `L(x)/x` over
`(d, b)`, divided by `ln(1/d)`, tends to `L(0)` as `d` decreases to zero. -/
theorem resonant_log_rate {g : ℝ} (hg : 0 < g) (w0 : ℝ) {b : ℝ} (hb : 0 < b) :
    Tendsto (fun d => (∫ x in d..b, lorentzian g w0 x / x) / Real.log (1 / d))
      (𝓝[>] 0) (𝓝 (lorentzian g w0 0)) := by
  have hlog : Tendsto (fun d : ℝ => Real.log (1 / d)) (𝓝[>] 0) atTop := by
    simp only [one_div]
    exact Real.tendsto_log_atTop.comp tendsto_inv_nhdsGT_zero
  have hR : Tendsto (regularPart g w0) (𝓝[>] 0) (𝓝 (regularPart g w0 0)) :=
    (hasDerivAt_regularPart hg w0 0).continuousAt.tendsto.mono_left nhdsWithin_le_nhds
  -- everything except the logarithm stays bounded
  have h := ((((tendsto_const_nhds (x := Real.log b + regularPart g w0 b)).sub hR).div_atTop
    hlog).const_add 1).const_mul (lorentzian g w0 0)
  rw [add_zero, mul_one] at h
  refine h.congr' ?_
  filter_upwards [Ioo_mem_nhdsGT (zero_lt_one' ℝ)] with d hd
  have hl : 0 < Real.log (1 / d) :=
    Real.log_pos (by rw [lt_div_iff₀ hd.1]; linarith [hd.2])
  have e : Real.log (b / d) = Real.log b + Real.log (1 / d) := by
    rw [Real.log_div hb.ne' hd.1.ne', one_div, Real.log_inv]
    ring
  rw [resonant_integral hg w0 hd.1 hb, e, eq_div_iff hl.ne', mul_assoc, add_mul,
    div_mul_cancel₀ _ hl.ne']
  ring

/-- For `g > 0`, `L(x)/x` is not integrable over the positive frequencies. -/
theorem resonant_not_integrable {g : ℝ} (hg : 0 < g) (w0 : ℝ) :
    ¬ IntegrableOn (fun x => lorentzian g w0 x / x) (Set.Ioi 0) := by
  intro hint
  have hL : ∀ x, 0 < lorentzian g w0 x := fun x => by
    unfold lorentzian
    positivity
  have hlog : Tendsto (fun d : ℝ => Real.log (1 / d)) (𝓝[>] 0) atTop := by
    simp only [one_div]
    exact Real.tendsto_log_atTop.comp tendsto_inv_nhdsGT_zero
  have hdiv := (resonant_log_rate hg w0 one_pos).pos_mul_atTop (hL 0) hlog
  have hsmall : ∀ᶠ d : ℝ in 𝓝[>] 0, d ∈ Set.Ioo (0 : ℝ) 1 := Ioo_mem_nhdsGT one_pos
  -- some cut-off integral exceeds the supposed total
  obtain ⟨d, hd, hd'⟩ := ((hdiv.eventually_gt_atTop
    (∫ x in Set.Ioi 0, lorentzian g w0 x / x)).and hsmall).exists
  have hl : 0 < Real.log (1 / d) :=
    Real.log_pos (by rw [lt_div_iff₀ hd'.1]; linarith [hd'.2])
  rw [div_mul_cancel₀ _ hl.ne', intervalIntegral.integral_of_le hd'.2.le] at hd
  have hsub : Set.Ioc d 1 ⊆ Set.Ioi 0 := fun x hx => hd'.1.trans hx.1
  exact not_lt_of_ge (setIntegral_mono_set hint
    (ae_restrict_of_forall_mem measurableSet_Ioi fun x hx => (div_pos (hL x) hx).le)
    hsub.eventuallyLE) hd

/-- For `g > 0` and `x ≠ 0`, the antisymmetrized line divided by the frequency equals a
kernel without a pole at zero frequency. -/
theorem antisymmetrized_kernel {g : ℝ} (hg : 0 < g) (w0 : ℝ) {x : ℝ} (hx : x ≠ 0) :
    (lorentzian g w0 x - lorentzian g w0 (-x)) / x =
      (4 * g * w0 / π) / (((x - w0) ^ 2 + g ^ 2) * ((x + w0) ^ 2 + g ^ 2)) := by
  have hD : (x - w0) ^ 2 + g ^ 2 ≠ 0 := by positivity
  have hD' : (x + w0) ^ 2 + g ^ 2 ≠ 0 := by positivity
  have hpi : π ≠ 0 := Real.pi_ne_zero
  have e : (-x - w0) ^ 2 = (x + w0) ^ 2 := by ring
  simp only [lorentzian, e]
  field_simp
  ring

/-- For `g > 0`, the difference of `regularPart` at `x` and `-x` tends to `π w0 / g` at high
frequency. -/
theorem tendsto_regularPart_sub {g : ℝ} (hg : 0 < g) (w0 : ℝ) :
    Tendsto (fun x => regularPart g w0 x - regularPart g w0 (-x)) atTop (𝓝 (w0 / g * π)) := by
  have hA : ∀ a : ℝ, Tendsto (fun x => Real.arctan ((x - a) / g)) atTop (𝓝 (π / 2)) := by
    intro a
    have ht : Tendsto (fun x : ℝ => x - a) atTop atTop := by
      simpa only [sub_eq_add_neg, id_eq] using
        tendsto_atTop_add_const_right atTop (-a) (tendsto_id (α := ℝ))
    exact (Real.tendsto_arctan_atTop.mono_right nhdsWithin_le_nhds).comp (ht.atTop_div_const hg)
  -- each logarithm grows like `2 ln x`
  have hB : ∀ a : ℝ, Tendsto (fun x => Real.log ((x - a) ^ 2 + g ^ 2) - 2 * Real.log x)
      atTop (𝓝 0) := by
    intro a
    have hc : ContinuousAt (fun u : ℝ => Real.log ((1 - a * u) ^ 2 + (g * u) ^ 2)) 0 :=
      ContinuousAt.log (by fun_prop) (by norm_num)
    have h : Tendsto (fun x : ℝ => Real.log ((1 - a * x⁻¹) ^ 2 + (g * x⁻¹) ^ 2))
        atTop (𝓝 0) := by
      simpa [Function.comp_def] using hc.tendsto.comp tendsto_inv_atTop_zero
    refine h.congr' ?_
    filter_upwards [eventually_gt_atTop 0] with x hx
    have e : (x - a) ^ 2 + g ^ 2 = x ^ 2 * ((1 - a * x⁻¹) ^ 2 + (g * x⁻¹) ^ 2) := by
      field_simp
    rw [e, Real.log_mul (by positivity) (by positivity), Real.log_pow]
    push_cast
    ring
  have h := (((hA w0).add (hA (-w0))).const_mul (w0 / g)).sub
    (((hB w0).sub (hB (-w0))).const_mul (1 / 2 : ℝ))
  have e : w0 / g * (π / 2 + π / 2) - 1 / 2 * (0 - 0) = w0 / g * π := by ring
  rw [e] at h
  refine h.congr fun x => ?_
  have e1 : (-x - w0) / g = -((x - -w0) / g) := by ring
  have e2 : (-x - w0) ^ 2 = (x - -w0) ^ 2 := by ring
  simp only [regularPart]
  rw [e1, e2, Real.arctan_neg]
  ring

/-- For `g, w0 > 0`, the antisymmetrized static Kramers-Kronig integral converges, equals
`w0 / (w0² + g²)`, and lies strictly below `1 / w0`. -/
theorem antisymmetrized_static_limit {g w0 : ℝ} (hg : 0 < g) (hw : 0 < w0) :
    IntegrableOn (fun x => (lorentzian g w0 x - lorentzian g w0 (-x)) / x) (Set.Ioi 0) ∧
    ∫ x in Set.Ioi 0, (lorentzian g w0 x - lorentzian g w0 (-x)) / x = w0 / (w0 ^ 2 + g ^ 2) ∧
    w0 / (w0 ^ 2 + g ^ 2) < 1 / w0 := by
  have hF : ∀ x, HasDerivAt
      (fun y => lorentzian g w0 0 * (regularPart g w0 y - regularPart g w0 (-y)))
      (lorentzian g w0 0 * ((2 * w0 - x) / ((x - w0) ^ 2 + g ^ 2) -
        (2 * w0 - -x) / ((-x - w0) ^ 2 + g ^ 2) * -1)) x := fun x => by
    have h : HasDerivAt (fun y => regularPart g w0 (-y))
        ((2 * w0 - -x) / ((-x - w0) ^ 2 + g ^ 2) * -1) x :=
      (hasDerivAt_regularPart hg w0 (-x)).comp x (hasDerivAt_neg x)
    exact ((hasDerivAt_regularPart hg w0 x).fun_sub h).const_mul _
  -- the poles of the two halves cancel
  have hder : ∀ x ∈ Set.Ioi (0 : ℝ), HasDerivAt
      (fun y => lorentzian g w0 0 * (regularPart g w0 y - regularPart g w0 (-y)))
      ((lorentzian g w0 x - lorentzian g w0 (-x)) / x) x := fun x hx => by
    have hx0 : x ≠ 0 := ne_of_gt hx
    refine (hF x).congr_deriv ?_
    have e : (lorentzian g w0 x - lorentzian g w0 (-x)) / x =
        lorentzian g w0 x / x + lorentzian g w0 (-x) / (-x) := by
      rw [div_neg]
      ring
    rw [e, partial_fractions hg w0 hx0, partial_fractions hg w0 (neg_ne_zero.2 hx0), inv_neg]
    ring
  have hpos : ∀ x ∈ Set.Ioi (0 : ℝ),
      0 ≤ (lorentzian g w0 x - lorentzian g w0 (-x)) / x := fun x hx => by
    rw [antisymmetrized_kernel hg w0 (ne_of_gt hx)]
    positivity
  have hcont := (hF 0).continuousAt.continuousWithinAt (s := Set.Ici 0)
  have hlim := (tendsto_regularPart_sub hg w0).const_mul (lorentzian g w0 0)
  refine ⟨integrableOn_Ioi_deriv_of_nonneg hcont hder hpos hlim, ?_, ?_⟩
  · rw [integral_Ioi_of_hasDerivAt_of_nonneg hcont hder hpos hlim]
    simp only [neg_zero, sub_self, mul_zero, sub_zero, lorentzian_zero]
    field_simp
  · rw [div_lt_div_iff₀ (by positivity) hw]
    nlinarith [pow_pos hg 2]

end

end LorentzianStaticLimit
```

```lean
#print axioms LorentzianStaticLimit.resonant_not_integrable
#print axioms LorentzianStaticLimit.antisymmetrized_static_limit
```

```
'LorentzianStaticLimit.resonant_not_integrable' depends on axioms: [propext, Classical.choice, Quot.sound]
'LorentzianStaticLimit.antisymmetrized_static_limit' depends on axioms: [propext, Classical.choice, Quot.sound]
```

## Two candidates for the static response

The line shape, `lorentzian g w0 x`, is

L(x) = (g/π) / D(x), with D(x) = (x − w0)² + g².

It has unit area over the real line. For a response function that vanishes at high frequency and has an odd absorptive part, the static Kramers–Kronig relation gives the real part at zero frequency as 2/π times the integral, from 0 to ∞, of the absorptive part divided by the frequency x. The theorems omit this prefactor and put either L(x) or L(x) − L(−x) in the absorptive place. The second choice is odd in frequency, as the response of a real quantity to a real field requires.

`resonant_log_rate` says that for every b > 0 the integral of L(x)/x over (d, b), divided by ln(1/d), tends to L(0) as d decreases to 0; `𝓝[>] 0` encodes this one-sided limit. `resonant_not_integrable` concludes that L(x)/x is not integrable on (0, ∞), written `Set.Ioi 0`. Both hold for any real w0.

`antisymmetrized_static_limit` assumes w0 > 0 as well. It states that the antisymmetrized integrand is integrable, that its integral is w0/(w0² + g²), and that this lies below 1/w0, the value for an infinitely sharp line of unit area. Lean assigns the integral of a non-integrable function the value 0, so the positive value already implies integrability; the separate clause states it openly.

The Kramers–Kronig relation itself is background and is not derived. For a computed absorptive part consisting of one line with constant width, the result means that resonant-only broadening gives no finite static value through this half-axis integral, while antisymmetrized broadening gives the sharp-line value 1/w0 multiplied by w0²/(w0² + g²). The principal-value integral of L(x)/x over the whole real axis does exist, and folding it onto x > 0 turns it into the antisymmetrized integral.

## The pole leaves a logarithm

Since D(x) + x(2w0 − x) = w0² + g², partial fractions give

L(x)/x = L(0) [1/x + (2w0 − x)/D(x)], with L(0) = (g/π)/(w0² + g²).

This is `partial_fractions`, proved by clearing denominators with `field_simp` and finishing with `ring`. The second term in the bracket is the derivative of `regularPart`,

R(x) = (w0/g) arctan((x − w0)/g) − ½ ln D(x),

because R′(x) = w0/D(x) − (x − w0)/D(x). `hasDerivAt_regularPart` checks this, and the fundamental theorem of calculus in `resonant_integral` yields

∫ from d to b of L(x)/x dx = L(0) [ln(b/d) + R(b) − R(d)].

Division by ln(1/d) gives

L(0) [1 + (ln b + R(b) − R(d))/ln(1/d)].

R is continuous at 0, so the numerator stays bounded while ln(1/d) grows, and `div_atTop` sends the fraction to 0. The cut-off integrals are therefore unbounded. As L(x)/x is positive, a finite total over (0, ∞) would bound them all; `setIntegral_mono_set` supplies that contradiction.

## Subtracting the mirror line removes the pole

Write the antisymmetrized integrand as L(x)/x + L(−x)/(−x) and apply the partial fractions to each part. The terms 1/x and −1/x cancel:

(L(x) − L(−x))/x = L(0) [(2w0 − x)/D(x) + (2w0 + x)/D(−x)].

A primitive is L(0)[R(x) − R(−x)], which vanishes at x = 0. Over a common denominator the integrand is

(4g w0/π) / (D(x) D(−x)) > 0,

where the formula is `antisymmetrized_kernel` and the sign follows from w0 > 0. For a nonnegative derivative, a finite limit of the primitive gives both integrability and the value, through `integrableOn_Ioi_deriv_of_nonneg` and `integral_Ioi_of_hasDerivAt_of_nonneg`.

`tendsto_regularPart_sub` finds that limit. The arctangent in R(x) tends to π/2 and the one in R(−x) to −π/2, so their difference tends to π. Each logarithm differs from 2 ln x by a term tending to 0, so the difference of the logarithms tends to 0. Hence R(x) − R(−x) → πw0/g, and

L(0) · πw0/g = w0/(w0² + g²).

The bound below 1/w0 is w0² < w0² + g², closed by `nlinarith`.

## A broad line and the zero-width case

Take g = 1 and w0 = 2. Then L(0) = 1/(5π) ≈ 0.0637, so once d is small, each further tenfold reduction adds about 0.0637 · ln 10 ≈ 0.147 to the resonant-only integral. The antisymmetrized integral is 2/5 = 0.4, against 1/w0 = 0.5.

Weakening g > 0 to g ≥ 0 breaks the value. With g = 0 and w0 = 1, L(x) is zero at every x ≠ 1, so the antisymmetrized integral is 0, whereas w0/(w0² + g²) is 1. The sharp line is a delta distribution, which setting g = 0 in the formula for L does not produce.
